# The largest modified wave number of the fourth-order compact Padé first derivative is \(\sqrt3/h\)

The classical fourth-order compact Padé scheme gives derivative values only implicitly, through a coupled system, so we model it as a relation between two grid functions and not as an operator that returns a derivative. Let \(f_j\) be the function values and \(d_j\) the derivative values at the points \(j\in\mathbb Z\) of a uniform grid with spacing \(h\). The relation is

\[
h\,(d_{j-1}+4d_j+d_{j+1}) = 3\,(f_{j+1}-f_{j-1})\qquad\text{for all } j .
\]

The grid has no boundaries, and multiplying by \(h\) avoids a division.

## The symbol and its bounds

A plane wave with wave number \(k\) has grid values \(f_j=e^{i\theta j}\), where \(\theta=kh\) is the phase advance per step. Exact differentiation multiplies it by \(ik\). The scheme replaces \(k\) by a modified wave number \(\kappa\). To find it, we try \(d_j=i\kappa f_j\) in the scheme and divide by \(f_j\neq0\):

\[
ih\kappa\,(e^{-i\theta}+4+e^{i\theta}) = 3\,(e^{i\theta}-e^{-i\theta}),
\qquad\text{so}\qquad
ih\kappa\,(4+2\cos\theta)=6i\sin\theta .
\]

Since \(2+\cos\theta\ge1\), this is equivalent to

\[
h\kappa = s(\theta),\qquad s(\theta)=\frac{3\sin\theta}{2+\cos\theta}.
\]

The function \(s\) is the symbol of the scheme. It has two bounds for \(\theta\ge0\): \(s(\theta)\le\theta\) and \(s(\theta)\le\sqrt3\). On \([0,\pi]\) the second is attained only at \(2\pi/3\).

**The bound by \(\sqrt3\).** Because \(\cos(\theta-2\pi/3)=-\tfrac12\cos\theta+\tfrac{\sqrt3}{2}\sin\theta\),

\[
2\sqrt3\,\bigl(1-\cos(\theta-\tfrac{2\pi}{3})\bigr)
=\sqrt3\,(2+\cos\theta)-3\sin\theta .
\]

Division by \(2+\cos\theta\) gives

\[
\sqrt3-s(\theta)=\frac{2\sqrt3\,\bigl(1-\cos(\theta-2\pi/3)\bigr)}{2+\cos\theta}\ \ge 0 .
\]

Equality requires \(\cos(\theta-2\pi/3)=1\). For \(\theta\in[0,\pi]\) the argument lies in \([-2\pi/3,\pi/3]\), so it must be zero.

**The bound by \(\theta\).** The quotient rule gives \(s'(\theta)=(3+6\cos\theta)/(2+\cos\theta)^2\), hence

\[
\frac{d}{d\theta}\bigl(\theta-s(\theta)\bigr)
=\frac{(2+\cos\theta)^2-3-6\cos\theta}{(2+\cos\theta)^2}
=\left(\frac{1-\cos\theta}{2+\cos\theta}\right)^2 .
\]

This is positive on \((0,\pi)\), and \(\theta-s(\theta)\) vanishes at \(0\), so \(s(\theta)<\theta\) on \((0,\pi]\). For \(\theta>\pi\) we have \(s(\theta)\le\sqrt3<3<\pi<\theta\).

**The full range.** Since \(s\) is odd, \(-\sqrt3\le s\le\sqrt3\) everywhere, with both ends attained at \(\mp2\pi/3\). By continuity, every value between them occurs.

The condition \(\theta\ge0\) matters: at \(\theta=-\pi/2\) the symbol is \(-3/2\), which is larger than \(-\pi/2\). For long waves, \(\theta\to0\), the derivative of the error behaves like \(\theta^4/36\), so a hand expansion gives \(\theta-s(\theta)\approx\theta^5/180\).

For linear advection at constant speed \(c\), with this scheme in space on a uniform grid without boundaries, \(\sqrt3/h\) enters the stability limit of the classical fourth-order Runge–Kutta method: with time step \(\Delta t\), no plane wave grows exactly when \(|c|\,\Delta t\,\sqrt3/h\le2\sqrt2\). Not every explicit method has such a limit: for \(c\neq0\), forward Euler amplifies every plane wave with \(s(\theta)\neq0\), however small the positive time step.

## The scheme and the plane wave in Lean

```lean
import Mathlib

open Set

namespace CompactPadeDerivative

noncomputable section
```

The relation becomes a predicate on two functions from `ℤ` to `ℂ`.

```lean
/-- The compact Padé scheme on a grid of spacing `h`: it couples the derivative values `d`
at three neighbouring points to the central difference of the function values `f`. -/
def IsPadeDerivative (h : ℝ) (f d : ℤ → ℂ) : Prop :=
  ∀ j : ℤ, (h : ℂ) * (d (j - 1) + 4 * d j + d (j + 1)) = 3 * (f (j + 1) - f (j - 1))
```

`IsPadeDerivative h f d` says that `d` satisfies the scheme for `f`; it does not say that `d` is the only such function. On the infinite grid it is not, because the homogeneous equation \(d_{j-1}+4d_j+d_{j+1}=0\) has nonzero solutions, which grow exponentially in at least one direction. The plane-wave ansatz selects the solution of interest.

```lean
/-- The plane wave on the grid with phase advance `θ` per grid step. -/
def gridWave (θ : ℝ) (j : ℤ) : ℂ := Complex.exp ((j : ℂ) * θ * Complex.I)

/-- The symbol of the compact Padé first derivative. -/
def padeSymbol (θ : ℝ) : ℝ := 3 * Real.sin θ / (2 + Real.cos θ)

/-- The denominator of the symbol is positive at every phase advance. -/
theorem two_add_cos_pos (θ : ℝ) : 0 < 2 + Real.cos θ := by
  linarith [Real.neg_one_le_cos θ]
```

The positive denominator is used in almost every later step. The next theorem connects the scheme to its symbol.

```lean
/-- On a plane wave, multiplication by `i κ` solves the Padé scheme exactly when `h κ` is
the symbol at the phase advance of the wave. -/
theorem isPadeDerivative_gridWave_iff (h θ : ℝ) (κ : ℂ) :
    IsPadeDerivative h (gridWave θ) (fun j => Complex.I * κ * gridWave θ j) ↔
      (h : ℂ) * κ = (padeSymbol θ : ℂ) := by
  -- a shift by one grid point multiplies the wave by a phase
  have hp : ∀ j : ℤ, gridWave θ (j + 1) =
      gridWave θ j * (Complex.cos θ + Complex.sin θ * Complex.I) := by
    intro j
    unfold gridWave
    rw [← Complex.exp_mul_I, ← Complex.exp_add]
    congr 1
    push_cast
    ring
  have hm : ∀ j : ℤ, gridWave θ (j - 1) =
      gridWave θ j * (Complex.cos θ - Complex.sin θ * Complex.I) := by
    intro j
    have e : Complex.cos θ - Complex.sin θ * Complex.I
        = Complex.exp (-(θ : ℂ) * Complex.I) := by
      rw [Complex.exp_mul_I, Complex.cos_neg, Complex.sin_neg]
      ring
    unfold gridWave
    rw [e, ← Complex.exp_add]
    congr 1
    push_cast
    ring
  have hc : (2 + Complex.cos θ : ℂ) ≠ 0 := by
    exact_mod_cast (two_add_cos_pos θ).ne'
  have hs : (padeSymbol θ : ℂ) = 3 * Complex.sin θ / (2 + Complex.cos θ) := by
    unfold padeSymbol
    push_cast
    rfl
  rw [hs, eq_div_iff hc]
  constructor
  · intro H
    have H0 : (h : ℂ) * (Complex.I * κ * gridWave θ (0 - 1) + 4 * (Complex.I * κ * gridWave θ 0)
        + Complex.I * κ * gridWave θ (0 + 1))
        = 3 * (gridWave θ (0 + 1) - gridWave θ (0 - 1)) := H 0
    rw [hp, hm] at H0
    have hw : gridWave θ 0 ≠ 0 := Complex.exp_ne_zero _
    -- cancel the common factor 2 i times the wave
    apply mul_left_cancel₀ (mul_ne_zero (mul_ne_zero two_ne_zero Complex.I_ne_zero) hw)
    linear_combination H0
  · intro H j
    show (h : ℂ) * (Complex.I * κ * gridWave θ (j - 1) + 4 * (Complex.I * κ * gridWave θ j)
        + Complex.I * κ * gridWave θ (j + 1))
        = 3 * (gridWave θ (j + 1) - gridWave θ (j - 1))
    rw [hp, hm]
    linear_combination 2 * Complex.I * gridWave θ j * H
```

The spacing `h` is any real number and `κ` any complex one. In the physical case \(h>0\), the equivalence says that \(\kappa=s(\theta)/h\), which is therefore real. The auxiliary facts `hp` and `hm` express the neighbouring values through \(e^{\pm i\theta}=\cos\theta\pm i\sin\theta\). From left to right, the scheme at \(j=0\) suffices, after cancelling \(2i\) times the wave. From right to left, multiplying the symbol equation by the same factor gives the scheme at every \(j\).

## The error rate and the distance from \(\sqrt3\)

```lean
/-- The wave-number error `θ - s(θ)` changes with `θ` at a rate that is a perfect square. -/
theorem hasDerivAt_error (θ : ℝ) :
    HasDerivAt (fun t => t - padeSymbol t)
      (((1 - Real.cos θ) / (2 + Real.cos θ)) ^ 2) θ := by
  have hne := (two_add_cos_pos θ).ne'
  have hs : HasDerivAt padeSymbol
      ((3 * Real.cos θ * (2 + Real.cos θ) - 3 * Real.sin θ * (-Real.sin θ))
        / (2 + Real.cos θ) ^ 2) θ :=
    ((Real.hasDerivAt_sin θ).const_mul 3).fun_div ((Real.hasDerivAt_cos θ).const_add 2) hne
  refine ((hasDerivAt_id' θ).fun_sub hs).congr_deriv ?_
  rw [div_pow, eq_div_iff (pow_ne_zero 2 hne), sub_mul, div_mul_cancel₀ _ (pow_ne_zero 2 hne)]
  linear_combination (-3) * Real.sin_sq_add_cos_sq θ
```

This is the quotient-rule calculation above. The final `linear_combination` supplies \(\sin^2\theta+\cos^2\theta=1\).

```lean
/-- The distance of the symbol from `√3`, written through the phase measured from `2π/3`. -/
theorem sqrt_three_sub_padeSymbol (θ : ℝ) :
    √3 - padeSymbol θ =
      2 * √3 * (1 - Real.cos (θ - 2 * Real.pi / 3)) / (2 + Real.cos θ) := by
  have hne := (two_add_cos_pos θ).ne'
  have e : 2 * Real.pi / 3 = Real.pi - Real.pi / 3 := by ring
  have h3 : √3 ^ 2 = (3 : ℝ) := Real.sq_sqrt (by norm_num)
  rw [Real.cos_sub, e, Real.cos_pi_sub, Real.sin_pi_sub, Real.cos_pi_div_three,
    Real.sin_pi_div_three, eq_div_iff hne, padeSymbol, sub_mul, div_mul_cancel₀ _ hne]
  linear_combination Real.sin θ * h3
```

The proof expands the cosine of the difference, inserts the values at \(\pi/3\) through \(2\pi/3=\pi-\pi/3\), and clears the denominator. What remains follows from \((\sqrt3)^2=3\).

```lean
/-- At every phase advance the symbol is at most `√3`. -/
theorem padeSymbol_le_sqrt_three (θ : ℝ) : padeSymbol θ ≤ √3 := by
  have h1 : 0 ≤ 1 - Real.cos (θ - 2 * Real.pi / 3) := by
    linarith [Real.cos_le_one (θ - 2 * Real.pi / 3)]
  have h2 : 0 ≤ √3 - padeSymbol θ := by
    rw [sqrt_three_sub_padeSymbol]
    exact div_nonneg (mul_nonneg (by positivity) h1) (two_add_cos_pos θ).le
  linarith
```

The right-hand side of the identity is a quotient of a nonnegative number and a positive one, so the bound holds for every real `θ`.

## Underestimation and the point of the maximum

```lean
/-- For every positive phase advance `θ` the symbol is strictly smaller than `θ`. -/
theorem padeSymbol_lt_self {θ : ℝ} (hθ : 0 < θ) : padeSymbol θ < θ := by
  rcases le_or_gt θ Real.pi with hle | hgt
  · -- up to π the error grows strictly from zero
    have hmono : StrictMonoOn (fun t => t - padeSymbol t) (Icc 0 Real.pi) := by
      apply strictMonoOn_of_deriv_pos (convex_Icc 0 Real.pi)
      · exact fun x _ => (hasDerivAt_error x).continuousAt.continuousWithinAt
      · intro x hx
        rw [interior_Icc] at hx
        rw [(hasDerivAt_error x).deriv]
        have hcos : Real.cos x < 1 := by
          have := Real.cos_lt_cos_of_nonneg_of_le_pi (le_refl 0) hx.2.le hx.1
          rwa [Real.cos_zero] at this
        exact pow_pos (div_pos (by linarith) (two_add_cos_pos x)) 2
    have h := hmono ⟨le_refl 0, Real.pi_pos.le⟩ ⟨hθ.le, hle⟩ hθ
    have h0 : padeSymbol 0 = 0 := by simp [padeSymbol]
    simp only [h0] at h
    linarith
  · -- beyond π the bound √3 is already enough
    have h3 : √3 < (3 : ℝ) := by
      rw [Real.sqrt_lt' (by norm_num)]
      norm_num
    linarith [padeSymbol_le_sqrt_three θ, Real.pi_gt_three]
```

The case split at \(\pi\) is the one made by hand. On \([0,\pi]\), `strictMonoOn_of_deriv_pos` turns a positive derivative in the interior into strict growth of the error, which is then compared with its value at \(0\).

```lean
/-- On `[0, π]` the symbol equals `√3` exactly at the phase advance `2π/3`. -/
theorem padeSymbol_eq_sqrt_three_iff {θ : ℝ} (hθ : θ ∈ Icc 0 Real.pi) :
    padeSymbol θ = √3 ↔ θ = 2 * Real.pi / 3 := by
  have hpi := Real.pi_pos
  have h3 : (2 * √3 : ℝ) ≠ 0 := by positivity
  have hcos := Real.cos_eq_one_iff_of_lt_of_lt (x := θ - 2 * Real.pi / 3)
    (by linarith [hθ.1]) (by linarith [hθ.2])
  rw [eq_comm, ← sub_eq_zero, sqrt_three_sub_padeSymbol, div_eq_zero_iff,
    or_iff_left (two_add_cos_pos θ).ne', mul_eq_zero, or_iff_right h3, sub_eq_zero, eq_comm,
    hcos, sub_eq_zero]
```

The rewriting reduces \(s(\theta)=\sqrt3\) to \(\cos(\theta-2\pi/3)=1\). The interval hypothesis keeps the argument strictly between \(-2\pi\) and \(2\pi\), where the cosine equals one only at zero.

```lean
/-- The Padé symbol never exceeds the phase advance `θ` for `θ ≥ 0`; its maximum over `[0, π]` is
`√3`, attained only at `2π/3`. -/
theorem padeSymbol_bound_and_maximum :
    (∀ θ : ℝ, 0 ≤ θ → padeSymbol θ ≤ θ) ∧
    IsGreatest (padeSymbol '' Icc 0 Real.pi) (√3) ∧
    ∀ θ ∈ Icc 0 Real.pi, padeSymbol θ = √3 ↔ θ = 2 * Real.pi / 3 := by
  have hpi := Real.pi_pos
  refine ⟨fun θ hθ => ?_, ⟨?_, ?_⟩, fun θ hθ => padeSymbol_eq_sqrt_three_iff hθ⟩
  · rcases hθ.eq_or_lt with h | h
    · simp [← h, padeSymbol]
    · exact (padeSymbol_lt_self h).le
  · have hm : 2 * Real.pi / 3 ∈ Icc 0 Real.pi := ⟨by positivity, by linarith⟩
    exact ⟨_, hm, (padeSymbol_eq_sqrt_three_iff hm).2 rfl⟩
  · rintro _ ⟨θ, _, rfl⟩
    exact padeSymbol_le_sqrt_three θ
```

This theorem collects the two bounds and the equality case. `IsGreatest` says that \(\sqrt3\) belongs to the image of \([0,\pi]\) under the symbol and that no element of this image exceeds it.

## All modified wave numbers

```lean
/-- Over all real phase advances, the values of the symbol fill exactly the interval
from `-√3` to `√3`. -/
theorem range_padeSymbol : range padeSymbol = Icc (-√3) (√3) := by
  have hpi := Real.pi_pos
  have hodd : ∀ θ, padeSymbol (-θ) = -padeSymbol θ := by
    intro θ
    simp only [padeSymbol, Real.sin_neg, Real.cos_neg]
    ring
  have hmax : padeSymbol (2 * Real.pi / 3) = √3 :=
    (padeSymbol_eq_sqrt_three_iff ⟨by positivity, by linarith⟩).2 rfl
  have hcont : Continuous padeSymbol :=
    (continuous_const.mul Real.continuous_sin).div
      (continuous_const.add Real.continuous_cos) (fun θ => (two_add_cos_pos θ).ne')
  apply Subset.antisymm
  · rintro _ ⟨θ, rfl⟩
    have h := padeSymbol_le_sqrt_three (-θ)
    rw [hodd] at h
    exact ⟨by linarith, padeSymbol_le_sqrt_three θ⟩
  · -- every intermediate value occurs between the two extrema
    intro κ hκ
    have hab : -(2 * Real.pi / 3) ≤ 2 * Real.pi / 3 := by linarith
    have hivt := intermediate_value_Icc hab hcont.continuousOn
    rw [hodd, hmax] at hivt
    obtain ⟨θ, _, h⟩ := hivt hκ
    exact ⟨θ, h⟩

end

end CompactPadeDerivative
```

The theorem concerns the dimensionless values \(h\kappa\), one of which is called `κ` in the proof; for \(h>0\) the modified wave numbers \(\kappa\) fill \([-\sqrt3/h,\sqrt3/h]\). One inclusion applies the upper bound at \(\theta\) and at \(-\theta\). The other uses the intermediate value theorem on \([-2\pi/3,2\pi/3]\). The phase advance ranges over all real numbers here, whereas a finite periodic grid admits only a discrete set of them and may miss the maximum.

```lean
#print axioms CompactPadeDerivative.isPadeDerivative_gridWave_iff
#print axioms CompactPadeDerivative.padeSymbol_bound_and_maximum
#print axioms CompactPadeDerivative.range_padeSymbol
```

```
'CompactPadeDerivative.isPadeDerivative_gridWave_iff' depends on axioms: [propext, Classical.choice, Quot.sound]
'CompactPadeDerivative.padeSymbol_bound_and_maximum' depends on axioms: [propext, Classical.choice, Quot.sound]
'CompactPadeDerivative.range_padeSymbol' depends on axioms: [propext, Classical.choice, Quot.sound]
```
